# With a fixed total number on M ≥ 2 sites, the average pair covariance is minus the mean site variance divided by M − 1

Put one particle on two sites, on site 1 with probability $p$ and on site 2 otherwise. The occupations satisfy $n_2 = 1 - n_1$, so whatever site 1 gains, site 2 loses:

$$\mathrm{Cov}(n_1,n_2) = -\mathrm{Var}(n_1) = -p(1-p).$$

No interaction has entered. The negative correlation comes from the constraint alone, and a simulation cell with a fixed particle number shows it on average over the pairs of sites, for any number of sites $M \ge 2$, unless no occupation fluctuates. With $v$ the site variance averaged over the sites, the covariance averaged over ordered pairs of distinct sites is

$$c = -\frac{v}{M-1}.$$

This applies to lattice simulations in the canonical ensemble with finitely many configurations. It also applies to the jointly measured populations of finitely many orthonormal orbitals or disjoint spatial regions in an $N$-electron state, provided that these account for all $N$ electrons. If the total number fluctuates, as it can in an open cell, the average covariance is $-v/(M-1)$ plus the variance of the total number divided by $M(M-1)$.

## Weights that are nonnegative and sum to one

A configuration $\omega$ has probability $p_\omega$. Averages and covariances are

$$\langle f\rangle = \sum_\omega p_\omega f_\omega,\qquad \mathrm{Cov}(f,g) = \big\langle (f-\langle f\rangle)(g-\langle g\rangle)\big\rangle .$$

In Lean, `Ω` is the finite set of configurations and `ι` the finite set of sites, so $M$ is `Fintype.card ι`. The variance is `P.cov f f`.

```lean
import Mathlib

open Finset

namespace FixedNumberCell

noncomputable section

/-- A finite probability space: configurations with nonnegative weights that sum to one. -/
structure Ensemble (Ω : Type*) [Fintype Ω] where
  prob : Ω → ℝ
  nonneg : ∀ ω, 0 ≤ prob ω
  normalized : ∑ ω, prob ω = 1

variable {Ω ι : Type*} [Fintype Ω] [Fintype ι]

/-- The ensemble average of an observable. -/
def Ensemble.mean (P : Ensemble Ω) (f : Ω → ℝ) : ℝ := ∑ ω, P.prob ω * f ω

/-- The covariance of two observables; the variance is the covariance of `f` with itself. -/
def Ensemble.cov (P : Ensemble Ω) (f g : Ω → ℝ) : ℝ :=
  P.mean fun ω => (f ω - P.mean f) * (g ω - P.mean g)
```

Normalisation makes the average of a constant equal to that constant. If the weights summed to $W \ne 1$, a fixed total $N$ would have "mean" $WN$, and its deviation from that mean would not vanish for $N \neq 0$.

Nonnegativity gives the variances their sign. With the signed weights $2$ and $-1$ in the two-site example, $p(1-p) = -2$ and the covariance is $+2$: the formula survives, the negative sign does not. The counter-examples in this note are short computations in the text, without theorems behind them.

## The same total in every configuration

Write $T = \sum_i n_i$ for the total occupation; the code calls it `number n`, and its comments write Var(N) for $\mathrm{Var}(T)$. `FixedNumber P n N` says that $T = N$ wherever the probability is nonzero. A closed cell satisfies this if it is prepared with exactly $N$ particles and none are created or destroyed. Occupations and $N$ are real numbers here, not necessarily integers.

```lean
/-- The total particle number of the cell in each configuration. -/
def number (n : ι → Ω → ℝ) (ω : Ω) : ℝ := ∑ i, n i ω

/-- The total number equals `N` in every configuration of nonzero probability. -/
def FixedNumber (P : Ensemble Ω) (n : ι → Ω → ℝ) (N : ℝ) : Prop :=
  ∀ ω, P.prob ω ≠ 0 → number n ω = N
```

Three further definitions serve the results. `Frozen` means equal to the mean in every configuration of nonzero probability; it says nothing about dynamics. `meanVariance` is $v$. `IsPairAverage P n c` states that $M(M-1)c$ equals the sum of all covariances between distinct sites, in both orders.

```lean
/-- An observable is frozen if it equals its mean in every configuration of nonzero
probability. -/
def Frozen (P : Ensemble Ω) (f : Ω → ℝ) : Prop :=
  ∀ ω, P.prob ω ≠ 0 → f ω = P.mean f

/-- The site variance averaged over the sites of a nonempty cell. -/
def meanVariance (P : Ensemble Ω) (n : ι → Ω → ℝ) : ℝ :=
  (∑ i, P.cov (n i) (n i)) / (Fintype.card ι : ℝ)

/-- `c` is an average covariance over the `M (M - 1)` ordered pairs of distinct sites:
`M (M - 1) c` is the sum of their covariances. -/
def IsPairAverage [DecidableEq ι] (P : Ensemble Ω) (n : ι → Ω → ℝ) (c : ℝ) : Prop :=
  (Fintype.card ι : ℝ) * ((Fintype.card ι : ℝ) - 1) * c =
    ∑ i, ∑ j ∈ univ.erase i, P.cov (n i) (n j)
```

The derivation starts with a step that needs no constraint. Since $T-\langle T\rangle = \sum_j (n_j - \langle n_j\rangle)$, for every observable $f$

$$\mathrm{Cov}(f,T) = \sum_j \mathrm{Cov}(f,n_j).$$

The proof exchanges the sums over sites and configurations (`Finset.sum_comm`) and then compares the integrands.

```lean
/-- The covariance of an observable with the total number is the sum of its covariances
with the site occupations. -/
theorem cov_number (P : Ensemble Ω) (f : Ω → ℝ) (n : ι → Ω → ℝ) :
    P.cov f (number n) = ∑ j, P.cov f (n j) := by
  have hm : ∀ g : ι → Ω → ℝ, P.mean (fun ω => ∑ j, g j ω) = ∑ j, P.mean (g j) := by
    intro g
    simp only [Ensemble.mean, Finset.mul_sum]
    exact Finset.sum_comm
  have h1 : P.mean (number n) = ∑ j, P.mean (n j) := hm n
  unfold Ensemble.cov
  rw [h1]
  refine Eq.trans ?_ (hm fun j ω => (f ω - P.mean f) * (n j ω - P.mean (n j)))
  refine congrArg P.mean (funext fun ω => ?_)
  simp only [← Finset.mul_sum, Finset.sum_sub_distrib, number]
```

Next, $\mathrm{Var}(f) = \sum_\omega p_\omega (f_\omega - \langle f\rangle)^2$ is a sum of nonnegative terms. It vanishes only if each term does, which means $f_\omega = \langle f\rangle$ wherever $p_\omega \neq 0$. The converse is immediate. This step uses the nonnegative weights, through `Finset.sum_eq_zero_iff_of_nonneg`.

```lean
/-- The variance of an observable vanishes exactly when the observable is frozen. -/
theorem variance_eq_zero_iff (P : Ensemble Ω) (f : Ω → ℝ) :
    P.cov f f = 0 ↔ Frozen P f := by
  change ∑ ω, P.prob ω * ((f ω - P.mean f) * (f ω - P.mean f)) = 0 ↔ _
  rw [Finset.sum_eq_zero_iff_of_nonneg
    (fun ω _ => mul_nonneg (P.nonneg ω) (mul_self_nonneg _))]
  constructor
  · intro h ω hω
    rcases mul_eq_zero.mp (h ω (mem_univ ω)) with h0 | h0
    · exact absurd h0 hω
    · exact sub_eq_zero.mp (mul_self_eq_zero.mp h0)
  · intro h ω _
    by_cases hω : P.prob ω = 0
    · rw [hω, zero_mul]
    · rw [h ω hω]
      ring
```

Now the constraint acts. With $T = N$ on all configurations that count, $\langle T\rangle = \sum_\omega p_\omega N = N$. Every term of $\mathrm{Cov}(f,T)$ then contains either $p_\omega = 0$ or $T_\omega - N = 0$, so the covariance is zero. The proof makes the same case distinction twice, once for the mean and once for the covariance.

```lean
/-- In a fixed-number cell every observable has zero covariance with the total number. -/
theorem cov_number_eq_zero (P : Ensemble Ω) {n : ι → Ω → ℝ} {N : ℝ}
    (h : FixedNumber P n N) (f : Ω → ℝ) : P.cov f (number n) = 0 := by
  have hN : P.mean (number n) = N := by
    calc P.mean (number n) = ∑ ω, P.prob ω * N := by
          refine Finset.sum_congr rfl fun ω _ => ?_
          by_cases hω : P.prob ω = 0
          · rw [hω, zero_mul, zero_mul]
          · rw [h ω hω]
      _ = N := by rw [← Finset.sum_mul, P.normalized, one_mul]
  change ∑ ω, P.prob ω * ((f ω - P.mean f) * (number n ω - P.mean (number n))) = 0
  rw [hN]
  refine Finset.sum_eq_zero fun ω _ => ?_
  by_cases hω : P.prob ω = 0
  · rw [hω, zero_mul]
  · rw [h ω hω]
    ring
```

Taking $f = n_i$ and separating the term $j = i$ gives

$$0 = \mathrm{Var}(n_i) + \sum_{j\neq i}\mathrm{Cov}(n_i,n_j).$$

Each site is thus compensated by all the others together. In Lean, `univ.erase i` is the set of sites $j \neq i$, and `Finset.add_sum_erase` separates the diagonal term.

```lean
/-- Sum rule: in a fixed-number cell the covariances of one site with all other sites
add up to minus the variance of that site. -/
theorem site_sum_rule [DecidableEq ι] (P : Ensemble Ω) {n : ι → Ω → ℝ} {N : ℝ}
    (h : FixedNumber P n N) (i : ι) :
    ∑ j ∈ univ.erase i, P.cov (n i) (n j) = -P.cov (n i) (n i) := by
  have h1 : P.cov (n i) (n i) + ∑ j ∈ univ.erase i, P.cov (n i) (n j)
      = ∑ j, P.cov (n i) (n j) :=
    Finset.add_sum_erase univ (fun j => P.cov (n i) (n j)) (mem_univ i)
  have h2 := cov_number_eq_zero P h (n i)
  rw [cov_number] at h2
  linarith
```

Fixing only the mean number is not enough. Two independent sites, each occupied with probability $1/2$, have mean total $1$ and $v = 1/4$, but their covariance is $0$ and not $-1/4$.

## At least two sites

A pair average needs a pair. By hand, the condition $M \ge 2$ permits the division by $M(M-1)$. Summing the covariances over all sites gives, for any ensemble,

$$\mathrm{Var}(T) = \sum_i \mathrm{Var}(n_i) + \sum_i\sum_{j\ne i}\mathrm{Cov}(n_i,n_j) = Mv + M(M-1)c,$$

and therefore

$$c = \frac{\mathrm{Var}(T)/M - v}{M-1}.$$

In the proof, `hs` is the first equality. The hypothesis `hM` makes both denominators nonzero, `eq_div_iff` clears them, and `linarith` settles both directions of the equivalence.

```lean
/-- For at least two sites and any ensemble, the average pair covariance is
`(Var(N) / M - v) / (M - 1)`, with `Var(N)` the variance of the total number and `v` the
mean site variance. -/
theorem pair_average_general [DecidableEq ι] (P : Ensemble Ω) (n : ι → Ω → ℝ)
    (hM : 2 ≤ Fintype.card ι) (c : ℝ) :
    IsPairAverage P n c ↔
      c = (P.cov (number n) (number n) / (Fintype.card ι : ℝ) - meanVariance P n) /
        ((Fintype.card ι : ℝ) - 1) := by
  have hM' : (2 : ℝ) ≤ (Fintype.card ι : ℝ) := by exact_mod_cast hM
  have h0 : (Fintype.card ι : ℝ) ≠ 0 := by linarith
  have h1 : (Fintype.card ι : ℝ) - 1 ≠ 0 := by linarith
  -- the number variance is the sum of all covariances, diagonal ones included
  have hs : P.cov (number n) (number n) =
      ∑ i, P.cov (n i) (n i) + ∑ i, ∑ j ∈ univ.erase i, P.cov (n i) (n j) := by
    rw [cov_number P (number n) n, ← Finset.sum_add_distrib]
    refine Finset.sum_congr rfl fun i _ => ?_
    have hc : P.cov (number n) (n i) = P.cov (n i) (number n) :=
      congrArg P.mean (funext fun ω => mul_comm _ _)
    rw [hc, cov_number P (n i) n]
    exact (Finset.add_sum_erase univ (fun j => P.cov (n i) (n j)) (mem_univ i)).symm
  unfold IsPairAverage meanVariance
  rw [← sub_div, div_div, eq_div_iff (mul_ne_zero h0 h1)]
  constructor <;> intro h <;> linarith
```

With one site, the defining equation of `IsPairAverage` reads $0 = 0$ and every $c$ satisfies it, so a nonempty cell is not a sufficient condition.

For a fixed number, $\mathrm{Var}(T) = 0$, and the main formula follows. The proof substitutes `cov_number_eq_zero` into the general one.

```lean
/-- In a fixed-number cell with at least two sites, the average covariance over ordered
distinct site pairs is `-v / (M - 1)`, with `v` the mean site variance. -/
theorem pair_average_fixed_number [DecidableEq ι] (P : Ensemble Ω) {n : ι → Ω → ℝ} {N : ℝ}
    (hM : 2 ≤ Fintype.card ι) (h : FixedNumber P n N) (c : ℝ) :
    IsPairAverage P n c ↔ c = -meanVariance P n / ((Fintype.card ι : ℝ) - 1) := by
  rw [pair_average_general P n hM c, cov_number_eq_zero P h, zero_div, zero_sub]
```

Conversely, if the average equals $-v/(M-1)$, comparison with the general formula gives $\mathrm{Var}(T)/M = 0$, so $T$ is frozen. The fixed total is therefore exactly the condition under which the formula holds for $M \ge 2$.

```lean
/-- Converse: if a cell with at least two sites has average pair covariance
`-v / (M - 1)`, its total number is frozen. -/
theorem number_frozen_of_pair_average [DecidableEq ι] (P : Ensemble Ω) (n : ι → Ω → ℝ)
    (hM : 2 ≤ Fintype.card ι)
    (hc : IsPairAverage P n (-meanVariance P n / ((Fintype.card ι : ℝ) - 1))) :
    Frozen P (number n) := by
  have hM' : (2 : ℝ) ≤ (Fintype.card ι : ℝ) := by exact_mod_cast hM
  have h0 : (Fintype.card ι : ℝ) ≠ 0 := by linarith
  have h1 : (Fintype.card ι : ℝ) - 1 ≠ 0 := by linarith
  have h2 := (pair_average_general P n hM _).mp hc
  rw [div_left_inj' h1] at h2
  have h3 : P.cov (number n) (number n) / (Fintype.card ι : ℝ) = 0 := by linarith
  exact (variance_eq_zero_iff P _).mp ((div_eq_zero_iff.mp h3).resolve_right h0)
```

## A site that fluctuates

With a fixed total and $M \ge 2$, the average pair covariance is strictly negative if and only if some occupation is not frozen. By hand: all site variances are nonnegative, so $v \ge 0$, and $v > 0$ exactly when one of them is positive. Dividing $-v$ by $M-1 > 0$ preserves the sign. If all occupations are frozen, as in a perfectly ordered configuration of probability one, then $c = 0$.

The proof treats the two directions separately. If no site fluctuates, the sum of variances is zero and $c < 0$ is contradictory; if site `i` does, `Finset.sum_pos'` makes the sum positive.

```lean
/-- In a fixed-number cell with at least two sites, the average pair covariance is strictly
negative exactly when some site occupation is not frozen. -/
theorem pair_average_neg_iff [DecidableEq ι] (P : Ensemble Ω) {n : ι → Ω → ℝ} {N c : ℝ}
    (hM : 2 ≤ Fintype.card ι) (h : FixedNumber P n N) (hc : IsPairAverage P n c) :
    c < 0 ↔ ∃ i, ¬ Frozen P (n i) := by
  have hM' : (2 : ℝ) ≤ (Fintype.card ι : ℝ) := by exact_mod_cast hM
  have hv : ∀ i, 0 ≤ P.cov (n i) (n i) := fun i =>
    Finset.sum_nonneg fun ω _ => mul_nonneg (P.nonneg ω) (mul_self_nonneg _)
  rw [(pair_average_fixed_number P hM h c).mp hc]
  unfold meanVariance
  constructor
  · intro hneg
    by_contra hno
    -- if every site is frozen, all variances vanish
    have hS : ∑ i, P.cov (n i) (n i) = 0 := Finset.sum_eq_zero fun i _ =>
      (variance_eq_zero_iff P (n i)).mpr (not_not.mp fun hi => hno ⟨i, hi⟩)
    rw [hS, zero_div, neg_zero, zero_div] at hneg
    exact lt_irrefl _ hneg
  · rintro ⟨i, hi⟩
    have hpos : 0 < P.cov (n i) (n i) :=
      lt_of_le_of_ne (hv i) fun h0 => hi ((variance_eq_zero_iff P (n i)).mp h0.symm)
    have hS : 0 < ∑ i, P.cov (n i) (n i) :=
      Finset.sum_pos' (fun i _ => hv i) ⟨i, mem_univ i, hpos⟩
    exact div_neg_of_neg_of_pos (neg_neg_of_pos (div_pos hS (by linarith))) (by linarith)
```

## The same covariance for every pair

The average is readily misread as the value for each pair. Add a third, always empty site to the two-site example: its covariances with the others are zero, while the first two sites keep $-p(1-p)$. The average is $-p(1-p)/3$, which no pair has when $0<p<1$.

If symmetry makes all pairs equivalent, the reading is correct. When every distinct pair has covariance $c$, each site contributes $(M-1)c$ and the whole sum is $M(M-1)c$, so $c$ is the pair average. The proof first uses the main formula to reduce the claim to this statement about the average, and then establishes the contribution of one site as `hrow`.

```lean
/-- If all distinct site pairs of a fixed-number cell with at least two sites have the same
covariance `c`, then `c = -v / (M - 1)`, with `v` the mean site variance. -/
theorem equal_pair_covariance (P : Ensemble Ω) {n : ι → Ω → ℝ} {N c : ℝ}
    (hM : 2 ≤ Fintype.card ι) (h : FixedNumber P n N)
    (hc : ∀ i j, i ≠ j → P.cov (n i) (n j) = c) :
    c = -meanVariance P n / ((Fintype.card ι : ℝ) - 1) := by
  classical
  refine (pair_average_fixed_number P hM h c).mp ?_
  have hrow : ∀ i : ι, ∑ j ∈ univ.erase i, P.cov (n i) (n j)
      = ((Fintype.card ι : ℝ) - 1) * c := by
    intro i
    have h1 : c + ∑ _j ∈ univ.erase i, c = ∑ _j : ι, c :=
      Finset.add_sum_erase univ (fun _ => c) (mem_univ i)
    have h2 : ∑ _j : ι, c = (Fintype.card ι : ℝ) * c := by
      rw [Finset.sum_const, Finset.card_univ, nsmul_eq_mul]
    have h3 : ∑ j ∈ univ.erase i, P.cov (n i) (n j) = ∑ _j ∈ univ.erase i, c :=
      Finset.sum_congr rfl fun j hj => hc i j (Finset.ne_of_mem_erase hj).symm
    rw [h3]
    linarith
  unfold IsPairAverage
  rw [Finset.sum_congr rfl fun i _ => hrow i, Finset.sum_const, Finset.card_univ,
    nsmul_eq_mul, mul_assoc]
```

One particle placed uniformly on $M$ sites is such a case. A configuration is the particle's position, and `occupation i x` is one if the position `x` is site `i`. The cell must be nonempty for the uniform weights $1/M$ to exist.

```lean
/-- The ensemble of one particle placed with equal probability on any site of a nonempty
cell; a configuration is the position of the particle. -/
def oneParticle (ι : Type*) [Fintype ι] [Nonempty ι] : Ensemble ι where
  prob _ := 1 / (Fintype.card ι : ℝ)
  nonneg _ := by positivity
  normalized := by
    have h0 : (Fintype.card ι : ℝ) ≠ 0 := Nat.cast_ne_zero.mpr Fintype.card_ne_zero
    rw [Finset.sum_const, Finset.card_univ, nsmul_eq_mul, mul_one_div_cancel h0]

/-- The occupation of site `i` when the particle sits at `x`: one if `x = i`, else zero. -/
def occupation [DecidableEq ι] (i x : ι) : ℝ := if x = i then 1 else 0
```

Each site has mean $1/M$, and two distinct sites are never occupied together, so $\langle n_i n_j\rangle = 0$ and

$$\mathrm{Cov}(n_i,n_j) = 0 - \frac{1}{M}\cdot\frac{1}{M} = -\frac{1}{M^2}.$$

For $M \ge 2$ this agrees with the main formula, since $v = (M-1)/M^2$. The Lean proof computes the covariance directly: `hab` is the vanishing product, `hpt` expands the centred product at each position, and the remaining lines sum over positions. For $M = 1$ the statement about pairs is empty.

```lean
/-- One particle placed uniformly on `M` sites has fixed number one, and any two distinct
sites have covariance `-1 / M ^ 2`. -/
theorem oneParticle_witness [DecidableEq ι] [Nonempty ι] :
    FixedNumber (oneParticle ι) occupation 1 ∧
      ∀ i j : ι, i ≠ j → (oneParticle ι).cov (occupation i) (occupation j) =
        -1 / (Fintype.card ι : ℝ) ^ 2 := by
  have h0 : (Fintype.card ι : ℝ) ≠ 0 := Nat.cast_ne_zero.mpr Fintype.card_ne_zero
  have hsum : ∀ i : ι, ∑ x, occupation i x = 1 := fun i => by simp [occupation]
  have hmean : ∀ i : ι, (oneParticle ι).mean (occupation i) = 1 / (Fintype.card ι : ℝ) := by
    intro i
    change ∑ x, 1 / (Fintype.card ι : ℝ) * occupation i x = _
    rw [← Finset.mul_sum, hsum, mul_one]
  refine ⟨fun x _ => by simp [number, occupation], fun i j hij => ?_⟩
  change ∑ x, 1 / (Fintype.card ι : ℝ) * ((occupation i x - (oneParticle ι).mean (occupation i))
    * (occupation j x - (oneParticle ι).mean (occupation j))) = _
  rw [hmean, hmean]
  -- two distinct sites are never occupied together
  have hpt : ∀ x : ι, 1 / (Fintype.card ι : ℝ) * ((occupation i x - 1 / (Fintype.card ι : ℝ))
      * (occupation j x - 1 / (Fintype.card ι : ℝ))) = 1 / (Fintype.card ι : ℝ) ^ 3
        - 1 / (Fintype.card ι : ℝ) ^ 2 * occupation i x
        - 1 / (Fintype.card ι : ℝ) ^ 2 * occupation j x := by
    intro x
    have hab : occupation i x * occupation j x = 0 := by
      by_cases hx : x = i
      · have hxj : x ≠ j := fun hj => hij (hx.symm.trans hj)
        simp [occupation, hxj]
      · simp [occupation, hx]
    linear_combination (1 / (Fintype.card ι : ℝ)) * hab
  have h3 : (Fintype.card ι : ℝ) * (1 / (Fintype.card ι : ℝ) ^ 3)
      = 1 / (Fintype.card ι : ℝ) ^ 2 := by
    field_simp
  rw [Finset.sum_congr rfl fun x _ => hpt x, Finset.sum_sub_distrib, Finset.sum_sub_distrib,
    ← Finset.mul_sum, ← Finset.mul_sum, hsum, hsum, Finset.sum_const, Finset.card_univ,
    nsmul_eq_mul, h3]
  ring

end

end FixedNumberCell
```

```lean
#print axioms FixedNumberCell.pair_average_fixed_number
#print axioms FixedNumberCell.number_frozen_of_pair_average
#print axioms FixedNumberCell.pair_average_neg_iff
#print axioms FixedNumberCell.equal_pair_covariance
```

```
'FixedNumberCell.pair_average_fixed_number' depends on axioms: [propext, Classical.choice, Quot.sound]
'FixedNumberCell.number_frozen_of_pair_average' depends on axioms: [propext, Classical.choice, Quot.sound]
'FixedNumberCell.pair_average_neg_iff' depends on axioms: [propext, Classical.choice, Quot.sound]
'FixedNumberCell.equal_pair_covariance' depends on axioms: [propext, Classical.choice, Quot.sound]
```
